# Pair hopping with its same-orbital terms keeps its form under a unitary orbital change exactly when the change is a phase times a real orthogonal matrix

The pair-hopping tensor $\delta_{ab}\delta_{cd}$, with the elements $a=b=c=d$ included, survives a unitary change of orbitals $W$ if and only if $W = zR$, with $z$ a complex number of modulus one and $R$ a real orthogonal matrix. Real rotations of the orbitals therefore leave this tensor unchanged, while going from $x, y$ to $(x \pm iy)/\sqrt2$ changes the tensor. I can make this plausible with a few index contractions, but I would like a rigorous proof for any number of orbitals, checked by machine. It should start from the transformation law of a two-body tensor, not from a formula already specialised to pair hopping. Can this be done in Lean?

## Everything depends on $S = WW^T$

Yes. Let the new orbitals be $\varphi'_a = \sum_i W_{ai}\varphi_i$, and read a two-body tensor as $T_{abcd} = \langle cd|V|ab\rangle$, where $V$ is the interaction. The first two indices then transform with $W$ and the last two with its conjugate:

$$T'_{abcd} = \sum_{ijkl} W_{ai}W_{bj}\overline{W_{ck}}\,\overline{W_{dl}}\,T_{ijkl}.$$

For $T_{ijkl} = \delta_{ij}\delta_{kl}$ the sum factorises:

$$T'_{abcd} = \Big(\sum_i W_{ai}W_{bi}\Big)\Big(\sum_k \overline{W_{ck}}\,\overline{W_{dk}}\Big) = S_{ab}\overline{S_{cd}}, \qquad S = WW^T.$$

**Preservation makes $S$ a phase times the identity.** Suppose $S_{ab}\overline{S_{cd}} = \delta_{ab}\delta_{cd}$ for all indices. Fix an orbital $p$ and put $s = S_{pp}$. Setting all four indices to $p$ gives $|s|^2 = 1$. Setting only $c = d = p$ gives $S_{ab}\overline{s} = \delta_{ab}$, and multiplying by $s$ gives $S_{ab} = s\,\delta_{ab}$. Conversely, if $S = s\mathbf 1$ with $|s| = 1$, then $S_{ab}\overline{S_{cd}} = |s|^2\delta_{ab}\delta_{cd} = \delta_{ab}\delta_{cd}$.

**Removing half the phase makes $W$ real.** Choose $z$ with $z^2 = s$, so that $|z| = 1$, and let $X = \bar z W$. Since $W$ is unitary,

$$XX^\dagger = |z|^2\,WW^\dagger = \mathbf 1, \qquad XX^T = \bar z^2 s\,\mathbf 1 = \mathbf 1.$$

For a square matrix the second equation also gives $X^TX = \mathbf 1$. Hence $X^T = X^T(XX^\dagger) = (X^TX)X^\dagger = X^\dagger$, which says that every element of $X$ equals its own conjugate. So $X = R$ is real and orthogonal, and $W = zR$. In the other direction, $W = zR$ gives $WW^T = z^2RR^T = z^2\mathbf 1$, a phase times the identity.

**The direct tensor behaves differently.** For $\delta_{ac}\delta_{bd}$, each contraction pairs $W$ with its conjugate:

$$\sum_i W_{ai}\overline{W_{ci}}\,\sum_j W_{bj}\overline{W_{dj}} = \delta_{ac}\delta_{bd}.$$

Every unitary $W$ preserves it.

**Circular orbitals break the pair-hopping form.** Here

$$W = \frac{1}{\sqrt2}\begin{pmatrix}1 & i\\ 1 & -i\end{pmatrix}, \qquad WW^T = \begin{pmatrix}0 & 1\\ 1 & 0\end{pmatrix}.$$

The new tensor is $(1-\delta_{ab})(1-\delta_{cd})$, which connects only pairs occupying two different orbitals.

For electronic structure this means that a pair-hopping term with one common nonzero coefficient, the elements $a=b=c=d$ included, written for a finite set of real orbitals, cannot be copied unchanged into a basis of circular orbitals.

## The theorem as Lean states it

The orbitals are labelled by a finite type `n`, so any finite number of orbitals is included; the empty set is allowed too, and there the claim is trivial. The transformation law is the definition `rotate`, written as the explicit fourfold sum. The tensors `pairHop` and `direct` are products of Kronecker deltas.

The main theorem is `pairHop_preserved_iff`. Its one hypothesis, `W ∈ Matrix.unitaryGroup n ℂ`, says that the new orbitals are orthonormal if the old ones are. The left side, `rotate W pairHop = pairHop`, is an equality of functions and so covers all index quadruples. The right side asks for a complex `z` of norm one and a real matrix `R` with `R * Rᵀ = 1` such that `W = z • R.map Complex.ofReal`; the map merely regards real entries as complex. Reflections are allowed, since nothing fixes the sign of the determinant.

The model treats one tensor, with the elements $a=b=c=d$ included, and rotates both electrons by the same spin-independent matrix. Pair-hopping terms are often written without these elements, which are then counted in the repulsion within one orbital. The theorem does not apply to that shortened tensor: a real rotation of two orbitals by 45° already changes it. The model contains no second-quantised operators and does not derive the tensor from Coulomb integrals.

```lean
import Mathlib

open Matrix

namespace PairHoppingComplexOrbitals

noncomputable section

variable {n : Type*} [Fintype n] [DecidableEq n]

/-- Two-body tensor after the orbital change `W`: the first two indices transform with `W`,
the last two with its complex conjugate. -/
def rotate (W : Matrix n n ℂ) (T : n → n → n → n → ℂ) (a b c d : n) : ℂ :=
  ∑ i, ∑ j, ∑ k, ∑ l, W a i * W b j * star (W c k) * star (W d l) * T i j k l

/-- The pair-hopping tensor `δ_ab δ_cd`: a pair in one orbital goes to any orbital, the same one
included. -/
def pairHop (a b c d : n) : ℂ :=
  (if a = b then 1 else 0) * (if c = d then 1 else 0)

/-- The direct tensor `δ_ac δ_bd`: each electron stays in its orbital. -/
def direct (a b c d : n) : ℂ :=
  (if a = c then 1 else 0) * (if b = d then 1 else 0)

/-- In the new orbitals the pair-hopping tensor is `S_ab conj(S_cd)` with `S = W Wᵀ`. -/
theorem rotate_pairHop (W : Matrix n n ℂ) (a b c d : n) :
    rotate W pairHop a b c d = (W * Wᵀ) a b * star ((W * Wᵀ) c d) := by
  have hP : ∑ i, ∑ j, W a i * W b j * (if i = j then (1 : ℂ) else 0) = (W * Wᵀ) a b := by
    simp only [Matrix.mul_apply, Matrix.transpose_apply, mul_ite, mul_one, mul_zero,
      Finset.sum_ite_eq, Finset.mem_univ, if_true]
  have hQ : ∑ k, ∑ l, star (W c k) * star (W d l) * (if k = l then (1 : ℂ) else 0)
      = star ((W * Wᵀ) c d) := by
    simp only [Matrix.mul_apply, Matrix.transpose_apply, star_sum, star_mul', mul_ite, mul_one,
      mul_zero, Finset.sum_ite_eq, Finset.mem_univ, if_true]
  -- the fourfold sum is a product of two double sums
  rw [← hQ, ← hP, Finset.sum_mul]
  refine Finset.sum_congr rfl fun i _ => ?_
  rw [Finset.sum_mul]
  refine Finset.sum_congr rfl fun j _ => ?_
  rw [Finset.mul_sum]
  refine Finset.sum_congr rfl fun k _ => ?_
  rw [Finset.mul_sum]
  refine Finset.sum_congr rfl fun l _ => ?_
  simp only [pairHop]
  ring

/-- Every unitary change of orbitals preserves the direct tensor. -/
theorem rotate_direct {W : Matrix n n ℂ} (hW : W ∈ Matrix.unitaryGroup n ℂ) :
    rotate W direct = direct := by
  have h : W * Wᴴ = 1 := Matrix.mem_unitaryGroup_iff.mp hW
  have e : ∀ a c, ∑ i, W a i * star (W c i) = if a = c then (1 : ℂ) else 0 := by
    intro a c
    have h1 := congrArg (fun M : Matrix n n ℂ => M a c) h
    simpa only [Matrix.mul_apply, Matrix.conjTranspose_apply, Matrix.one_apply] using h1
  funext a b c d
  simp only [rotate, direct, mul_ite, mul_one, mul_zero, Finset.sum_ite_eq, Finset.mem_univ,
    if_true]
  have key : ∑ i, ∑ j, W a i * W b j * star (W c i) * star (W d j)
      = (if a = c then (1 : ℂ) else 0) * (if b = d then 1 else 0) := by
    rw [← e a c, ← e b d, Finset.sum_mul_sum]
    refine Finset.sum_congr rfl fun i _ => Finset.sum_congr rfl fun j _ => ?_
    ring
  rw [key]
  simp only [mul_ite, mul_one, mul_zero]

/-- A complex number of modulus one times its conjugate is one. -/
lemma phase_mul_star {z : ℂ} (hz : ‖z‖ = 1) : z * star z = 1 := by
  change z * (starRingEnd ℂ) z = 1
  rw [Complex.mul_conj, Complex.normSq_eq_norm_sq, hz]
  norm_num

/-- Pair hopping keeps its form exactly when `W Wᵀ` is a phase times the identity. -/
theorem preserved_iff_scalar (W : Matrix n n ℂ) :
    rotate W pairHop = pairHop ↔ ∃ s : ℂ, ‖s‖ = 1 ∧ W * Wᵀ = s • (1 : Matrix n n ℂ) := by
  constructor
  · intro h
    have h' : ∀ a b c d, (W * Wᵀ) a b * star ((W * Wᵀ) c d) = pairHop a b c d := by
      intro a b c d
      rw [← rotate_pairHop, h]
    rcases isEmpty_or_nonempty n with hn | ⟨⟨p⟩⟩
    · exact ⟨1, by simp, Subsingleton.elim _ _⟩
    · -- one diagonal element fixes the phase
      have ss : (W * Wᵀ) p p * star ((W * Wᵀ) p p) = 1 := by
        rw [h']
        simp [pairHop]
      refine ⟨(W * Wᵀ) p p, ?_, ?_⟩
      · have hn := congrArg norm ss
        rw [norm_mul, norm_star, norm_one] at hn
        nlinarith [norm_nonneg ((W * Wᵀ) p p)]
      · ext a b
        have k : (W * Wᵀ) a b * star ((W * Wᵀ) p p) = if a = b then 1 else 0 := by
          rw [h']
          simp [pairHop]
        rw [Matrix.smul_apply, Matrix.one_apply, smul_eq_mul]
        linear_combination (W * Wᵀ) p p * k - (W * Wᵀ) a b * ss
  · rintro ⟨s, hs, hS⟩
    funext a b c d
    have e : star (if c = d then (1 : ℂ) else 0) = if c = d then 1 else 0 := by
      split_ifs <;> simp
    rw [rotate_pairHop, hS]
    simp only [pairHop, Matrix.smul_apply, Matrix.one_apply, smul_eq_mul, star_mul', e]
    linear_combination ((if a = b then (1 : ℂ) else 0) * (if c = d then 1 else 0)) *
      phase_mul_star hs

/-- A unitary matrix that also satisfies `X Xᵀ = 1` is a real orthogonal matrix. -/
theorem real_of_unitary_of_orthogonal {X : Matrix n n ℂ} (hU : X * Xᴴ = 1) (hT : X * Xᵀ = 1) :
    ∃ R : Matrix n n ℝ, R * Rᵀ = 1 ∧ X = R.map Complex.ofReal := by
  -- both the adjoint and the transpose invert X, so they coincide
  have hEq : Xᵀ = Xᴴ := left_inv_eq_right_inv (mul_eq_one_comm.mp hT) hU
  have hre : ∀ i j, ((X i j).re : ℂ) = X i j := by
    intro i j
    have h := congrArg (fun M : Matrix n n ℂ => M j i) hEq
    simp only [Matrix.transpose_apply, Matrix.conjTranspose_apply] at h
    exact Complex.conj_eq_iff_re.mp h.symm
  refine ⟨X.map Complex.re, ?_, ?_⟩
  · ext i j
    have h := congrArg (fun M : Matrix n n ℂ => M i j) hT
    simp only [Matrix.mul_apply, Matrix.transpose_apply, Matrix.one_apply] at h
    apply Complex.ofReal_injective
    simp only [Matrix.mul_apply, Matrix.transpose_apply, Matrix.map_apply, Matrix.one_apply,
      Complex.ofReal_sum, Complex.ofReal_mul, hre]
    rw [h]
    split_ifs <;> simp
  · ext i j
    exact (hre i j).symm

/-- A unitary change of orbitals preserves the pair-hopping tensor if and only if it is a
global phase times a real orthogonal matrix. -/
theorem pairHop_preserved_iff {W : Matrix n n ℂ} (hW : W ∈ Matrix.unitaryGroup n ℂ) :
    rotate W pairHop = pairHop ↔
      ∃ (z : ℂ) (R : Matrix n n ℝ), ‖z‖ = 1 ∧ R * Rᵀ = 1 ∧ W = z • R.map Complex.ofReal := by
  have hU : W * Wᴴ = 1 := Matrix.mem_unitaryGroup_iff.mp hW
  rw [preserved_iff_scalar]
  constructor
  · rintro ⟨s, hs, hS⟩
    -- remove half of the phase of W Wᵀ from W
    obtain ⟨z, hz⟩ := IsAlgClosed.exists_pow_nat_eq s (n := 2) (by norm_num)
    have hz1 : ‖z‖ = 1 := by
      have h := congrArg norm hz
      rw [norm_pow, hs] at h
      nlinarith [norm_nonneg z]
    have zz := phase_mul_star hz1
    have e1 : star z * z = 1 := by rw [mul_comm, zz]
    have e2 : star z * (star z * s) = 1 := by
      rw [← hz]
      linear_combination (star z * z + 1) * e1
    obtain ⟨R, hR, hX⟩ := real_of_unitary_of_orthogonal (X := star z • W)
      (by simp only [Matrix.conjTranspose_smul, Matrix.smul_mul, Matrix.mul_smul, hU, smul_smul,
            star_star, zz, one_smul])
      (by simp only [Matrix.transpose_smul, Matrix.smul_mul, Matrix.mul_smul, hS, smul_smul,
            e2, one_smul])
    exact ⟨z, R, hz1, hR, by rw [← hX, smul_smul, zz, one_smul]⟩
  · rintro ⟨z, R, hz, hR, hWR⟩
    have hC : R.map Complex.ofReal * (R.map Complex.ofReal)ᵀ = 1 := by
      ext i j
      have h := congrArg (fun M : Matrix n n ℝ => M i j) hR
      simp only [Matrix.mul_apply, Matrix.transpose_apply, Matrix.one_apply] at h
      have h' := congrArg Complex.ofReal h
      simp only [Complex.ofReal_sum, Complex.ofReal_mul] at h'
      simp only [Matrix.mul_apply, Matrix.transpose_apply, Matrix.map_apply, Matrix.one_apply]
      rw [h']
      split_ifs <;> simp
    refine ⟨z * z, by rw [norm_mul, hz, one_mul], ?_⟩
    rw [hWR, Matrix.transpose_smul, Matrix.smul_mul, Matrix.mul_smul, hC, smul_smul]

/-- The change from two real orbitals `x, y` to the circular combinations `(x ± i y)/√2`. -/
def circular : Matrix (Fin 2) (Fin 2) ℂ :=
  ((√2 : ℝ) : ℂ)⁻¹ • !![1, Complex.I; 1, -Complex.I]

lemma inv_sqrt_two_sq : ((√2 : ℝ) : ℂ)⁻¹ * ((√2 : ℝ) : ℂ)⁻¹ = 1 / 2 := by
  rw [← mul_inv, ← Complex.ofReal_mul, Real.mul_self_sqrt (by norm_num)]
  norm_num

/-- In circular orbitals the pair-hopping tensor is `(1 - δ_ab)(1 - δ_cd)`: it connects only
pairs that occupy two different orbitals. -/
theorem circular_pairHop (a b c d : Fin 2) :
    rotate circular pairHop a b c d = (if a = b then 0 else 1) * (if c = d then 0 else 1) := by
  have hM : !![1, Complex.I; 1, -Complex.I] * (!![1, Complex.I; 1, -Complex.I])ᵀ
      = !![0, 2; 2, 0] := by
    ext i j
    fin_cases i <;> fin_cases j <;> norm_num [Matrix.mul_apply, Fin.sum_univ_two]
  have hS : circular * circularᵀ = !![0, 1; 1, 0] := by
    rw [circular, Matrix.transpose_smul, Matrix.smul_mul, Matrix.mul_smul, smul_smul,
      inv_sqrt_two_sq, hM]
    ext i j
    fin_cases i <;> fin_cases j <;> norm_num
  rw [rotate_pairHop, hS]
  fin_cases a <;> fin_cases b <;> fin_cases c <;> fin_cases d <;> simp

/-- The change to circular orbitals is unitary but does not preserve the pair-hopping tensor. -/
theorem circular_not_preserved :
    circular ∈ Matrix.unitaryGroup (Fin 2) ℂ ∧ rotate circular pairHop ≠ pairHop := by
  constructor
  · have hM : !![1, Complex.I; 1, -Complex.I] * (!![1, Complex.I; 1, -Complex.I])ᴴ
        = !![2, 0; 0, 2] := by
      ext i j
      fin_cases i <;> fin_cases j <;> norm_num [Matrix.mul_apply, Fin.sum_univ_two]
    have hr : star (((√2 : ℝ) : ℂ)⁻¹) = ((√2 : ℝ) : ℂ)⁻¹ := by simp
    rw [Matrix.mem_unitaryGroup_iff, Matrix.star_eq_conjTranspose, circular,
      Matrix.conjTranspose_smul, hr, Matrix.smul_mul, Matrix.mul_smul, smul_smul,
      inv_sqrt_two_sq, hM]
    ext i j
    fin_cases i <;> fin_cases j <;> norm_num
  · intro h
    -- the element for a pair staying in the first orbital has changed from 1 to 0
    have h0 := circular_pairHop 0 0 0 0
    rw [h] at h0
    simp [pairHop] at h0

end

end PairHoppingComplexOrbitals
```

```lean
#print axioms PairHoppingComplexOrbitals.rotate_direct
#print axioms PairHoppingComplexOrbitals.pairHop_preserved_iff
#print axioms PairHoppingComplexOrbitals.circular_not_preserved
```

```
'PairHoppingComplexOrbitals.rotate_direct' depends on axioms: [propext, Classical.choice, Quot.sound]
'PairHoppingComplexOrbitals.pairHop_preserved_iff' depends on axioms: [propext, Classical.choice, Quot.sound]
'PairHoppingComplexOrbitals.circular_not_preserved' depends on axioms: [propext, Classical.choice, Quot.sound]
```

## How the Lean proof follows the calculation

`rotate_pairHop` is the factorisation. The auxiliary equations `hP` and `hQ` contract one delta each, and the remaining steps match the product of two double sums with the fourfold sum, term by term. `rotate_direct` does the same for the direct tensor, with unitarity supplying the two deltas.

`preserved_iff_scalar` shows that preservation is equivalent to $S = s\mathbf 1$ with $|s| = 1$, and it needs no unitarity. In its proof `ss` is the equation with all indices equal to $p$, and `k` is the one with $c = d = p$. The `linear_combination` step multiplies `k` by $S_{pp}$ and uses `ss` to remove the factor $|S_{pp}|^2$. The reverse direction uses `phase_mul_star`, which states $z\bar z = 1$ for a phase.

`real_of_unitary_of_orthogonal` is the reality argument. `mul_eq_one_comm` turns $XX^T = \mathbf 1$ into $X^TX = \mathbf 1$, and `left_inv_eq_right_inv` then identifies $X^T$ with $X^\dagger$. The real matrix is obtained by taking real parts of the entries.

`pairHop_preserved_iff` joins these results. The square root $z$ comes from the algebraic closedness of $\mathbb C$, and the reality lemma is applied to `star z • W`. For the converse, `hC` carries $RR^T = \mathbf 1$ over to complex entries, and the phase of $S$ is `z * z`.

For the circular orbitals, `circular_pairHop` computes $S$ and checks all index values. `circular_not_preserved` proves that the matrix is unitary and then compares the element with all four indices equal to the first orbital, which is 1 in the original tensor and 0 in the rotated one.
